# With ħ = m = 1, a real one-site barrier U on an infinite chain with the three-point Laplacian and spacing h transmits T = sin²q/(sin²q + h⁴U²) at phase q per site

For a real barrier U on one site of an infinite one-dimensional grid of spacing h, with the three-point Laplacian and ħ = m = 1, I find T = sin²q/(sin²q + h⁴U²) at phase q per site, and R + T = 1. To get there I replaced each lead by a self-energy Σ = −t exp(iq), where t is the hopping strength, although its quadratic equation has two roots, and I assumed that the left and right waves agree at the barrier. Did I put the answer in by hand with these two choices?

## The site equations force the matching, and the sign of Im Σ selects the root

No. For h > 0 and 0 < q < π, Σ is the only root with negative imaginary part, and the Schrödinger equation itself makes the left and right waves agree at the barrier. The scattering state exists and is unique, with your T and R + T = 1.

In units ħ = m = 1, let t = 1/(2h²) and E = 2t(1 − cos q). Removing one site from a semi-infinite lead leaves the same lead, which is the physics behind Σ(E − 2t − Σ) = t². Since E − 2t = −2t cos q, this becomes

(Σ + t exp(iq))(Σ + t exp(−iq)) = 0.

The roots have imaginary parts −t sin q and +t sin q. The negative one describes amplitude leaving into the lead.

With the barrier at site 0, the Schrödinger equation at site j reads

t[ψ(j+1) + ψ(j−1)] = (2t cos q + U δ_j0) ψ(j).

Away from the barrier exp(iqj) and exp(−iqj) both solve it. Take

ψ(j) = exp(iqj) + r exp(−iqj) for j < 0,
ψ(j) = τ exp(iqj) for j > 0,

and leave ψ(0) free. The equation at j = −1 determines ψ(0) from ψ(−1) and ψ(−2), and the left wave continued to site 0 satisfies it, so ψ(0) = 1 + r. In the same way j = 1 gives ψ(0) = τ. At j = 0, inserting r = ψ(0) − 1 and τ = ψ(0) gives

2t exp(iq) ψ(0) − 2it sin q = (2t cos q + U) ψ(0).

With Γ = 2t sin q = sin q/h², this is

(E − 2t − U − 2Σ) ψ(0) = (iΓ − U) ψ(0) = iΓ.

As Γ > 0 and U is real, iΓ − U ≠ 0. Hence

τ = iΓ/(iΓ − U), r = τ − 1 = U/(iΓ − U),
T = |τ|² = Γ²/(Γ² + U²), R = |r|² = U²/(Γ² + U²).

Inserting Γ gives your formula, and the sum is 1. Conversely, the wave with these amplitudes solves every site equation: the plane-wave recursion handles j ≠ 0, and the equation for τ handles j = 0.

For h = 1, q = π/2 and U = 1, one has t = 1/2, Σ = −i/2 and Γ = 1. Then τ = (1 − i)/2 and r = −(1 + i)/2, so T = R = 1/2.

For a barrier of fixed strength g, set U = g/h and q = kh with k > 0. Then

T = (sin(kh)/h)² / ((sin(kh)/h)² + g²) → k²/(k² + g²) as h → 0⁺,

the transmission of the continuum barrier g δ(x).

## What the Lean statements say

A wave is a function `ψ : ℤ → ℂ`, and `hop`, `energy` and `broadening` are t, E and Γ. `IsScatteringState` requires the two outer forms and the Schrödinger equation at every site, with no condition on ψ(0) beyond that equation. `isScatteringState_iff` fixes r, τ and ψ together, which gives existence and uniqueness; `transmission_and_unitarity` gives T and R + T = 1.

The incident wave has unit amplitude, and the leads are identical, so no velocity ratio enters R + T. For one non-interacting particle and a one-site barrier, the formula offers a reference value for testing open boundaries in a one-dimensional grid code that uses the three-point Laplacian.

```lean
import Mathlib

open Complex Filter Topology

namespace ChainScattering

noncomputable section

/-- Hopping strength `t = 1/(2h²)` of the three-point kinetic energy `-(1/2) d²/dx²` (units
`ħ = m = 1`) with grid spacing `h ≠ 0`. -/
def hop (h : ℝ) : ℝ := 1 / (2 * h ^ 2)

/-- Band energy `E = 2t(1 - cos q)` at phase `q` per site, for grid spacing `h ≠ 0`. -/
def energy (h q : ℝ) : ℝ := 2 * hop h * (1 - Real.cos q)

/-- The lattice plane wave `exp(iqj)`. -/
def planeWave (q : ℝ) (j : ℤ) : ℂ := exp (I * q * j)

/-- The three-point Hamiltonian with an on-site barrier `U` at site `0`, for spacing `h ≠ 0`. -/
def hamiltonian (h U : ℝ) (ψ : ℤ → ℂ) (j : ℤ) : ℂ :=
  -(hop h : ℂ) * (ψ (j + 1) + ψ (j - 1)) + (2 * (hop h : ℂ) + if j = 0 then (U : ℂ) else 0) * ψ j

/-- The lead self-energy `Σ = -t exp(iq)`, for spacing `h ≠ 0`. -/
def selfEnergy (h q : ℝ) : ℂ := -(hop h : ℂ) * exp (I * q)

/-- The level broadening `Γ = 2t sin q` due to one lead, for spacing `h ≠ 0`. -/
def broadening (h q : ℝ) : ℝ := 2 * hop h * Real.sin q

/-- The amplitude `iΓ/(iΓ - U)`, defined for `h ≠ 0` when `Γ` and `U` are not both zero. -/
def transmissionAmplitude (h U q : ℝ) : ℂ :=
  (broadening h q : ℂ) * I / ((broadening h q : ℂ) * I - U)

/-- Incident plus reflected wave on the left, transmitted wave from site `0` onwards. -/
def scatteringWave (q : ℝ) (r τ : ℂ) (j : ℤ) : ℂ :=
  if j < 0 then planeWave q j + r * planeWave (-q) j else τ * planeWave q j

/-- A solution of the Schrödinger equation at every site, with a unit incident wave and a
reflected wave left of the barrier and a transmitted wave right of it. -/
structure IsScatteringState (h U q : ℝ) (r τ : ℂ) (ψ : ℤ → ℂ) : Prop where
  left : ∀ j < 0, ψ j = planeWave q j + r * planeWave (-q) j
  right : ∀ j > 0, ψ j = τ * planeWave q j
  schrodinger : ∀ j, hamiltonian h U ψ j = (energy h q : ℂ) * ψ j

/-- Euler's formula for the phase gained per site. -/
theorem exp_phase (q : ℝ) : exp (I * q) = (Real.cos q : ℂ) + (Real.sin q : ℂ) * I := by
  rw [mul_comm, Complex.exp_mul_I, Complex.ofReal_cos, Complex.ofReal_sin]

/-- Values of `exp(iqj)` at `j = 1` and `j = -1`, and of `exp(-iqj)` at `j = -1`. -/
theorem planeWave_neighbours (q : ℝ) :
    planeWave q 1 = (Real.cos q : ℂ) + (Real.sin q : ℂ) * I ∧
    planeWave q (-1) = (Real.cos q : ℂ) - (Real.sin q : ℂ) * I ∧
    planeWave (-q) (-1) = (Real.cos q : ℂ) + (Real.sin q : ℂ) * I := by
  refine ⟨?_, ?_, ?_⟩
  · rw [← exp_phase]
    simp [planeWave]
  · have e : planeWave q (-1) = exp (I * ((-q : ℝ) : ℂ)) := by simp [planeWave]
    rw [e, exp_phase, Real.cos_neg, Real.sin_neg, Complex.ofReal_neg]
    ring
  · rw [← exp_phase]
    simp [planeWave]

/-- A plane wave obeys the three-term recursion of the free chain. -/
theorem planeWave_recurrence (q : ℝ) (j : ℤ) :
    planeWave q (j + 1) + planeWave q (j - 1) = 2 * (Real.cos q : ℂ) * planeWave q j := by
  have e1 : planeWave q (j + 1) = planeWave q j * planeWave q 1 := by
    unfold planeWave
    rw [← Complex.exp_add]
    congr 1
    push_cast
    ring
  have e2 : planeWave q (j - 1) = planeWave q j * planeWave q (-1) := by
    unfold planeWave
    rw [← Complex.exp_add]
    congr 1
    push_cast
    ring
  obtain ⟨p1, p2, -⟩ := planeWave_neighbours q
  rw [e1, e2, p1, p2]
  ring

/-- For `h > 0` and `0 < q < π`, `Σ = -t exp(iq)` is the only solution of
`Σ(E - 2t - Σ) = t²` with negative imaginary part. -/
theorem selfEnergy_unique {h q : ℝ} (hh : 0 < h) (hq : 0 < q) (hπ : q < Real.pi) (z : ℂ) :
    (z * ((energy h q : ℂ) - 2 * (hop h : ℂ) - z) = (hop h : ℂ) ^ 2 ∧ z.im < 0) ↔
      z = selfEnergy h q := by
  have hs := Real.sin_pos_of_pos_of_lt_pi hq hπ
  have ht : 0 < hop h := by unfold hop; positivity
  have hts := mul_pos ht hs
  have him : ∀ a b : ℝ, ((a : ℂ) + (b : ℂ) * I).im = b := fun a b => by simp
  have hcs : (Real.cos q : ℂ) ^ 2 + (Real.sin q : ℂ) ^ 2 = 1 := by
    rw [← Complex.ofReal_pow, ← Complex.ofReal_pow, ← Complex.ofReal_add,
      Real.cos_sq_add_sin_sq, Complex.ofReal_one]
  have hE : (energy h q : ℂ) = 2 * (hop h : ℂ) * (1 - (Real.cos q : ℂ)) := by
    simp only [energy, Complex.ofReal_mul, Complex.ofReal_sub, Complex.ofReal_one,
      Complex.ofReal_ofNat]
  rw [selfEnergy, exp_phase, hE]
  constructor
  · rintro ⟨e, hz⟩
    -- the quadratic factorises into the outgoing and the incoming root
    have hf : (z + (hop h : ℂ) * ((Real.cos q : ℂ) + (Real.sin q : ℂ) * I)) *
        (z + (hop h : ℂ) * ((Real.cos q : ℂ) - (Real.sin q : ℂ) * I)) = 0 := by
      linear_combination -e + (hop h : ℂ) ^ 2 * hcs
        - (hop h : ℂ) ^ 2 * (Real.sin q : ℂ) ^ 2 * Complex.I_sq
    rcases mul_eq_zero.1 hf with h1 | h2
    · linear_combination h1
    · have e2 : z = ((-(hop h * Real.cos q) : ℝ) : ℂ) + ((hop h * Real.sin q : ℝ) : ℂ) * I := by
        simp only [Complex.ofReal_neg, Complex.ofReal_mul]
        linear_combination h2
      rw [e2, him] at hz
      linarith
  · intro e
    constructor
    · rw [e]
      linear_combination (hop h : ℂ) ^ 2 * hcs
        - (hop h : ℂ) ^ 2 * (Real.sin q : ℂ) ^ 2 * Complex.I_sq
    · have e2 : z = ((-(hop h * Real.cos q) : ℝ) : ℂ)
          + ((-(hop h * Real.sin q) : ℝ) : ℂ) * I := by
        simp only [Complex.ofReal_neg, Complex.ofReal_mul]
        linear_combination e
      rw [e2, him]
      linarith

/-- The Schrödinger equation at one site, written as a three-term recursion. -/
theorem schrodinger_iff (h U q : ℝ) (ψ : ℤ → ℂ) (j : ℤ) :
    hamiltonian h U ψ j = (energy h q : ℂ) * ψ j ↔
      (hop h : ℂ) * (ψ (j + 1) + ψ (j - 1)) =
        (2 * (hop h : ℂ) * (Real.cos q : ℂ) + if j = 0 then (U : ℂ) else 0) * ψ j := by
  simp only [hamiltonian, energy, Complex.ofReal_mul, Complex.ofReal_sub, Complex.ofReal_one,
    Complex.ofReal_ofNat]
  constructor <;> intro e <;> linear_combination -e

/-- For `h > 0` every scattering state is continuous at the barrier, `ψ(0) = 1 + r = τ`, and both
leads can be replaced by their self-energies and a source: `(E - 2t - U - 2Σ) ψ(0) = iΓ`. -/
theorem lead_elimination {h U q : ℝ} {r τ : ℂ} {ψ : ℤ → ℂ} (hh : 0 < h)
    (hs : IsScatteringState h U q r τ ψ) :
    ψ 0 = 1 + r ∧ ψ 0 = τ ∧
      ((energy h q : ℂ) - 2 * (hop h : ℂ) - U - 2 * selfEnergy h q) * ψ 0 =
        (broadening h q : ℂ) * I := by
  have ht : (hop h : ℂ) ≠ 0 := by
    have : 0 < hop h := by unfold hop; positivity
    exact Complex.ofReal_ne_zero.2 this.ne'
  have p0 : ∀ k : ℝ, planeWave k 0 = 1 := fun k => by simp [planeWave]
  have i1 : (-1 : ℤ) + 1 = 0 := by norm_num
  have i2 : (-1 : ℤ) - 1 = -2 := by norm_num
  have i3 : (1 : ℤ) + 1 = 2 := by norm_num
  have i4 : (1 : ℤ) - 1 = 0 := by norm_num
  -- the equation at site -1 continues the left wave to the barrier
  have m1 : ψ 0 = 1 + r := by
    have e := (schrodinger_iff h U q ψ (-1)).1 (hs.schrodinger (-1))
    have a := planeWave_recurrence q (-1)
    have b := planeWave_recurrence (-q) (-1)
    rw [if_neg (by decide : ¬ (-1 : ℤ) = 0), i1, i2, hs.left (-1) (by norm_num),
      hs.left (-2) (by norm_num)] at e
    rw [i1, i2, p0] at a b
    rw [Real.cos_neg] at b
    apply mul_left_cancel₀ ht
    linear_combination e - (hop h : ℂ) * a - (hop h : ℂ) * r * b
  -- the equation at site 1 continues the right wave to the barrier
  have m2 : ψ 0 = τ := by
    have e := (schrodinger_iff h U q ψ 1).1 (hs.schrodinger 1)
    have a := planeWave_recurrence q 1
    rw [if_neg (by decide : ¬ (1 : ℤ) = 0), i3, i4, hs.right 1 (by norm_num),
      hs.right 2 (by norm_num)] at e
    rw [i3, i4, p0] at a
    apply mul_left_cancel₀ ht
    linear_combination e - (hop h : ℂ) * τ * a
  refine ⟨m1, m2, ?_⟩
  have e := (schrodinger_iff h U q ψ 0).1 (hs.schrodinger 0)
  obtain ⟨p1, p2, p3⟩ := planeWave_neighbours q
  rw [if_pos (rfl : (0 : ℤ) = 0), zero_add, zero_sub, hs.right 1 (by norm_num),
    hs.left (-1) (by norm_num), p1, p2, p3] at e
  rw [selfEnergy, exp_phase]
  simp only [energy, broadening, Complex.ofReal_mul, Complex.ofReal_sub, Complex.ofReal_one,
    Complex.ofReal_ofNat]
  linear_combination e + (hop h : ℂ) * ((Real.cos q : ℂ) + (Real.sin q : ℂ) * I) * (m1 + m2)

/-- For `h > 0`, `0 < q < π` and a real barrier `U`, there is exactly one scattering state, with
`τ = iΓ/(iΓ - U)` and `r = τ - 1`. -/
theorem isScatteringState_iff {h U q : ℝ} {r τ : ℂ} {ψ : ℤ → ℂ} (hh : 0 < h) (hq : 0 < q)
    (hπ : q < Real.pi) :
    IsScatteringState h U q r τ ψ ↔
      τ = transmissionAmplitude h U q ∧ r = τ - 1 ∧ ψ = scatteringWave q r τ := by
  have hsin := Real.sin_pos_of_pos_of_lt_pi hq hπ
  have hΓ : 0 < broadening h q := by unfold broadening hop; positivity
  have hD : (broadening h q : ℂ) * I - U ≠ 0 := by
    intro h0
    have := congrArg Complex.im h0
    simp at this
    exact hΓ.ne' this
  have p0 : ∀ k : ℝ, planeWave k 0 = 1 := fun k => by simp [planeWave]
  rw [transmissionAmplitude, eq_div_iff hD]
  constructor
  · intro hs
    obtain ⟨m1, m2, e⟩ := lead_elimination hh hs
    have hX : (energy h q : ℂ) - 2 * (hop h : ℂ) - 2 * selfEnergy h q =
        (broadening h q : ℂ) * I := by
      rw [selfEnergy, exp_phase]
      simp only [energy, broadening, Complex.ofReal_mul, Complex.ofReal_sub, Complex.ofReal_one,
        Complex.ofReal_ofNat]
      ring
    refine ⟨?_, by linear_combination m2 - m1, ?_⟩
    · linear_combination e - ψ 0 * hX - ((broadening h q : ℂ) * I - U) * m2
    · funext j
      rcases lt_trichotomy j 0 with hj | hj | hj
      · rw [scatteringWave, if_pos hj, hs.left j hj]
      · rw [hj, scatteringWave, if_neg (lt_irrefl 0), p0, mul_one, m2]
      · rw [scatteringWave, if_neg hj.not_gt, hs.right j hj]
  · rintro ⟨hτ, hr, rfl⟩
    have hR : ∀ j : ℤ, 0 ≤ j → scatteringWave q r τ j = τ * planeWave q j := fun j hj => by
      rw [scatteringWave, if_neg (not_lt_of_ge hj)]
    have hL : ∀ j : ℤ, j ≤ 0 →
        scatteringWave q r τ j = planeWave q j + r * planeWave (-q) j := fun j hj => by
      rcases hj.lt_or_eq with hj | hj
      · rw [scatteringWave, if_pos hj]
      · rw [hj, hR 0 le_rfl, p0, p0, hr]
        ring
    refine ⟨fun j hj => hL j hj.le, fun j hj => hR j (le_of_lt hj),
      fun j => (schrodinger_iff h U q _ j).2 ?_⟩
    have a := planeWave_recurrence q j
    have b := planeWave_recurrence (-q) j
    rw [Real.cos_neg] at b
    rcases lt_trichotomy j 0 with hj | hj | hj
    · rw [if_neg hj.ne, hL (j + 1) (by omega), hL (j - 1) (by omega), hL j hj.le]
      linear_combination (hop h : ℂ) * a + (hop h : ℂ) * r * b
    · -- at the barrier the equation is the one that fixes the amplitude
      obtain ⟨p1, p2, p3⟩ := planeWave_neighbours q
      rw [if_pos hj, hj, zero_add, zero_sub, hR 1 (by norm_num), hL (-1) (by norm_num),
        hR 0 le_rfl, p0, p1, p2, p3]
      simp only [broadening, Complex.ofReal_mul, Complex.ofReal_ofNat] at hτ
      linear_combination hτ + (hop h : ℂ) * ((Real.cos q : ℂ) + (Real.sin q : ℂ) * I) * hr
    · rw [if_neg hj.ne', hR (j + 1) (by omega), hR (j - 1) (by omega), hR j hj.le]
      linear_combination (hop h : ℂ) * τ * a

/-- Squared norms of the amplitudes `iΓ/(iΓ - U)` and `iΓ/(iΓ - U) - 1`, for `h > 0` and
`0 < q < π`. -/
theorem amplitude_norms {h q : ℝ} (U : ℝ) (hh : 0 < h) (hq : 0 < q) (hπ : q < Real.pi) :
    ‖transmissionAmplitude h U q‖ ^ 2 =
        Real.sin q ^ 2 / (Real.sin q ^ 2 + h ^ 4 * U ^ 2) ∧
      ‖transmissionAmplitude h U q - 1‖ ^ 2 + ‖transmissionAmplitude h U q‖ ^ 2 = 1 := by
  have hsin := Real.sin_pos_of_pos_of_lt_pi hq hπ
  have hΓ : 0 < broadening h q := by unfold broadening hop; positivity
  have hk : broadening h q * h ^ 2 = Real.sin q := by
    unfold broadening hop
    field_simp
  have hD : (broadening h q : ℂ) * I - U ≠ 0 := by
    intro h0
    have := congrArg Complex.im h0
    simp at this
    exact hΓ.ne' this
  have hn : ‖(broadening h q : ℂ) * I - U‖ ^ 2 = broadening h q ^ 2 + U ^ 2 := by
    rw [Complex.sq_norm, Complex.normSq_apply]
    simp
    ring
  have hT : ‖transmissionAmplitude h U q‖ ^ 2 =
      broadening h q ^ 2 / (broadening h q ^ 2 + U ^ 2) := by
    rw [transmissionAmplitude, norm_div, div_pow, hn, norm_mul, Complex.norm_I, mul_one,
      Complex.norm_real, Real.norm_eq_abs, sq_abs]
  have hr : transmissionAmplitude h U q - 1 = (U : ℂ) / ((broadening h q : ℂ) * I - U) := by
    rw [transmissionAmplitude, eq_div_iff hD, sub_mul, div_mul_cancel₀ _ hD]
    ring
  constructor
  · rw [hT, div_eq_div_iff (by positivity) (by positivity), ← hk]
    ring
  · rw [hT, hr, norm_div, div_pow, hn, Complex.norm_real, Real.norm_eq_abs, sq_abs, ← add_div,
      add_comm (U ^ 2)]
    exact div_self (by positivity)

/-- Every scattering state with `h > 0`, `0 < q < π` and real `U` has transmission
`T = sin²q/(sin²q + h⁴U²)` and satisfies `R + T = 1`. -/
theorem transmission_and_unitarity {h U q : ℝ} {r τ : ℂ} {ψ : ℤ → ℂ} (hh : 0 < h) (hq : 0 < q)
    (hπ : q < Real.pi) (hs : IsScatteringState h U q r τ ψ) :
    ‖τ‖ ^ 2 = Real.sin q ^ 2 / (Real.sin q ^ 2 + h ^ 4 * U ^ 2) ∧ ‖r‖ ^ 2 + ‖τ‖ ^ 2 = 1 := by
  obtain ⟨hτ, hr, -⟩ := (isScatteringState_iff hh hq hπ).1 hs
  rw [hr, hτ]
  exact amplitude_norms U hh hq hπ

/-- With barrier `U = g/h` and phase `q = kh`, `k > 0`, the transmission tends to
`k²/(k² + g²)` as the grid spacing `h` tends to zero from above. -/
theorem delta_barrier_limit {k : ℝ} (g : ℝ) (hk : 0 < k) :
    Tendsto (fun h : ℝ => ‖transmissionAmplitude h (g / h) (k * h)‖ ^ 2) (𝓝[>] 0)
      (𝓝 (k ^ 2 / (k ^ 2 + g ^ 2))) := by
  have hd : HasDerivAt (fun h : ℝ => Real.sin (k * h)) k 0 := by
    have := ((hasDerivAt_id (0 : ℝ)).const_mul k).sin
    simpa using this
  -- the group velocity sin(kh)/h on the grid tends to k
  have h1 : Tendsto (fun h : ℝ => Real.sin (k * h) / h) (𝓝[>] 0) (𝓝 k) := by
    have := hd.tendsto_slope_zero_right
    simpa [div_eq_inv_mul] using this
  have h2 := (h1.pow 2).div ((h1.pow 2).add_const (g ^ 2)) (by positivity)
  refine h2.congr' ?_
  filter_upwards [Ioo_mem_nhdsGT (div_pos Real.pi_pos hk)] with h hh
  have hpos : 0 < h := hh.1
  have hlt : k * h < Real.pi := by
    rw [mul_comm]
    exact (lt_div_iff₀ hk).1 hh.2
  have hsin := Real.sin_pos_of_pos_of_lt_pi (mul_pos hk hpos) hlt
  change (Real.sin (k * h) / h) ^ 2 / ((Real.sin (k * h) / h) ^ 2 + g ^ 2) = _
  rw [(amplitude_norms (g / h) hpos (mul_pos hk hpos) hlt).1,
    div_eq_div_iff (by positivity) (by positivity)]
  field_simp

end

end ChainScattering
```

```lean
#print axioms ChainScattering.selfEnergy_unique
-- 'ChainScattering.selfEnergy_unique' depends on axioms: [propext, Classical.choice, Quot.sound]
#print axioms ChainScattering.transmission_and_unitarity
-- 'ChainScattering.transmission_and_unitarity' depends on axioms: [propext, Classical.choice, Quot.sound]
#print axioms ChainScattering.delta_barrier_limit
-- 'ChainScattering.delta_barrier_limit' depends on axioms: [propext, Classical.choice, Quot.sound]
```

## From the site equations to the Lean proof

`selfEnergy_unique` factorises the quadratic and compares imaginary parts. `schrodinger_iff` rewrites the Schrödinger equation as the recursion above, and `planeWave_recurrence` solves it away from the barrier. `lead_elimination` subtracts these relations at sites −1 and 1 with `linear_combination`, cancels t, and then treats site 0.

For the converse, `isScatteringState_iff` splits the sites by `lt_trichotomy` into left, barrier and right. `amplitude_norms` computes the squared moduli. `delta_barrier_limit` obtains sin(kh)/h → k from the derivative of the sine at zero, and uses the formula for T on 0 < h < π/k, where the phase satisfies 0 < kh < π.
